# For independently occupied levels, the joint occupation of a set of levels is the product of their occupations

Each of finitely many levels either holds a pair or is empty, and the weight of a configuration is a product of factors `p k` for the filled levels and `1 - p k` for the empty ones, so the levels are independent. The theorem `joint_occupation` says that the total weight of the configurations in which every level of a chosen set `T` is filled equals the product of `p k` over `T`. The `p k` are arbitrary real numbers; the weights always sum to one, but they are probabilities only if each `p k` lies between 0 and 1. The proof writes the product over `T` as a product over all levels of `p k` plus a second term, which is 0 inside `T` and `1 - p k` outside, and expands it into a sum over configurations `S`. It then compares this sum with the average term by term, according to whether `T ⊆ S`.

This version doesn't compile in Lean 4 with Mathlib:

```lean
import Mathlib

open Finset

namespace JointOccupation

noncomputable section

variable {ι : Type*} [Fintype ι] [DecidableEq ι]

/-- The weight of the configuration in which exactly the levels in `S` hold a pair,
for level occupations `p k`. -/
def weight (p : ι → ℝ) (S : Finset ι) : ℝ :=
  (∏ k ∈ S, p k) * ∏ k ∈ Sᶜ, (1 - p k)

/-- The average of a configuration observable `f` over the weights. -/
def average (p : ι → ℝ) (f : Finset ι → ℝ) : ℝ :=
  ∑ S : Finset ι, weight p S * f S

/-- The total weight of the configurations in which all levels of `T` are occupied is the
product of the occupations of these levels. -/
theorem joint_occupation (p : ι → ℝ) (T : Finset ι) :
    average p (fun S => if T ⊆ S then 1 else 0) = ∏ k ∈ T, p k := by
  -- forbid empty levels inside `T`, then expand the product over all levels
  have h : ∏ k, (p k + if k ∈ T then (0 : ℝ) else 1 - p k) =
      ∑ S : Finset ι, (∏ k ∈ S, p k) * ∏ k ∈ Sᶜ, (if k ∈ T then (0 : ℝ) else 1 - p k) := by
    simpa only [Finset.powerset_univ, ← Finset.compl_eq_univ_sdiff] using
      Finset.prod_add p (fun k => if k ∈ T then (0 : ℝ) else 1 - p k) Finset.univ
  have h1 : ∏ k ∈ T, (p k + if k ∈ T then (0 : ℝ) else 1 - p k) =
      ∏ k, (p k + if k ∈ T then (0 : ℝ) else 1 - p k) :=
    Finset.prod_subset (Finset.subset_univ T) (by intro k _ hk; simp [hk])
  have h2 : ∏ k ∈ T, (p k + if k ∈ T then (0 : ℝ) else 1 - p k) = ∏ k ∈ T, p k :=
    Finset.prod_congr rfl (fun k hk => by simp [hk])
  rw [← h2, h1, h]
  unfold average weight
  refine Finset.sum_congr rfl fun S _ => ?_
  by_cases hT : T ⊆ S
  · have h3 : ∏ k ∈ Sᶜ, (if k ∈ T then (0 : ℝ) else 1 - p k) = ∏ k ∈ Sᶜ, (1 - p k) :=
      Finset.prod_congr rfl fun k hk =>
        if_neg fun hkT => Finset.mem_compl.mp hk (hT hkT)
    rw [h3, if_pos hT, mul_one]
  · obtain ⟨k, hkT, hkS⟩ := Finset.not_subset.mp hT
    have h3 : ∏ k ∈ Sᶜ, (if k ∈ T then (0 : ℝ) else 1 - p k) = 0 :=
      Finset.prod_eq_zero (Finset.mem_compl.mpr hkS) (if_pos hkT)
    rw [h3, if_neg hT, mul_zero, mul_zero]

end

end JointOccupation
```

Compiling this gives:

```
Main.lean:41:12: error: Tactic `rewrite` failed: Did not find an occurrence of the pattern
  if T ⊆ S then ?m.325 else ?m.326
in the target expression
  ((∏ k ∈ S, p k) * ∏ k ∈ Sᶜ, (1 - p k)) * (fun S => if T ⊆ S then 1 else 0) S = (∏ k ∈ S, p k) * ∏ k ∈ Sᶜ, (1 - p k)

case pos
ι : Type u_1
inst✝¹ : Fintype ι
inst✝ : DecidableEq ι
p : ι → ℝ
T : Finset ι
h : ∏ k, (p k + if k ∈ T then 0 else 1 - p k) = ∑ S, (∏ k ∈ S, p k) * ∏ k ∈ Sᶜ, if k ∈ T then 0 else 1 - p k
h1 : ∏ k ∈ T, (p k + if k ∈ T then 0 else 1 - p k) = ∏ k, (p k + if k ∈ T then 0 else 1 - p k)
h2 : ∏ k ∈ T, (p k + if k ∈ T then 0 else 1 - p k) = ∏ k ∈ T, p k
S : Finset ι
x✝ : S ∈ univ
hT : T ⊆ S
h3 : (∏ k ∈ Sᶜ, if k ∈ T then 0 else 1 - p k) = ∏ k ∈ Sᶜ, (1 - p k)
⊢ ((∏ k ∈ S, p k) * ∏ k ∈ Sᶜ, (1 - p k)) * (fun S => if T ⊆ S then 1 else 0) S = (∏ k ∈ S, p k) * ∏ k ∈ Sᶜ, (1 - p k)
Main.lean:45:12: error: Tactic `rewrite` failed: Did not find an occurrence of the pattern
  if T ⊆ S then ?m.399 else ?m.400
in the target expression
  ((∏ k ∈ S, p k) * ∏ k ∈ Sᶜ, (1 - p k)) * (fun S => if T ⊆ S then 1 else 0) S = (∏ k ∈ S, p k) * 0

case neg
ι : Type u_1
inst✝¹ : Fintype ι
inst✝ : DecidableEq ι
p : ι → ℝ
T : Finset ι
h : ∏ k, (p k + if k ∈ T then 0 else 1 - p k) = ∑ S, (∏ k ∈ S, p k) * ∏ k ∈ Sᶜ, if k ∈ T then 0 else 1 - p k
h1 : ∏ k ∈ T, (p k + if k ∈ T then 0 else 1 - p k) = ∏ k, (p k + if k ∈ T then 0 else 1 - p k)
h2 : ∏ k ∈ T, (p k + if k ∈ T then 0 else 1 - p k) = ∏ k ∈ T, p k
S : Finset ι
x✝ : S ∈ univ
hT : ¬T ⊆ S
k : ι
hkT : k ∈ T
hkS : k ∉ S
h3 : (∏ k ∈ Sᶜ, if k ∈ T then 0 else 1 - p k) = 0
⊢ ((∏ k ∈ S, p k) * ∏ k ∈ Sᶜ, (1 - p k)) * (fun S => if T ⊆ S then 1 else 0) S = (∏ k ∈ S, p k) * 0
```

Both errors have the same cause, once in the case `T ⊆ S` and once in its negation. Unfolding `average` puts the observable into the sum as a function still applied to its argument, `(fun S => if T ⊆ S then 1 else 0) S`. The rewrites with `if_pos hT` and `if_neg hT` look for an `if` whose condition is `T ⊆ S` for the particular configuration `S` at hand. The only `if` left in the goal is inside the function, where `S` is the function's own bound variable, which merely shares the name. So the pattern is not found, although the goal seems to show it.

The added `dsimp only` carries out the application, leaving `if T ⊆ S then 1 else 0` with the actual `S`. As it stands before the case split, it serves both branches, and each rewrite then finds its `if`.

The mended proof, as a diff:

```diff
@@ -35,4 +35,5 @@
   unfold average weight
   refine Finset.sum_congr rfl fun S _ => ?_
+  dsimp only
   by_cases hT : T ⊆ S
   · have h3 : ∏ k ∈ Sᶜ, (if k ∈ T then (0 : ℝ) else 1 - p k) = ∏ k ∈ Sᶜ, (1 - p k) :=
```
